# The energy gradient of a normalized orbital in a moving basis contains no explicit coefficient response

Suppose a geometry optimizer computes its forces only from the derivative of the Hamiltonian operator, while the basis functions move with the atoms. These forces are in general not the slope of the energy being minimized, and the optimizer may stop where the energy still falls. Differentiating the energy in full repairs this, but it seems to call for the derivative of the orbital coefficients along every nuclear coordinate.

That derivative drops out if the Hamiltonian does not itself depend on the orbitals. Let $H(t)$ and $S(t)$ be the Hamiltonian and overlap matrices at a nuclear coordinate $t$, and let $c(t)$ be a coefficient vector with $Hc=ESc$ and $c^TSc=1$ at every coordinate. If $H$, $S$ and $c$ are differentiable at $t$, and $H$ and $S$ are symmetric there, then

$$E'=c^T(H'-E\,S')\,c .$$

This is the pattern behind forces in atom-centred basis sets, shown here for real one-electron matrices of finite size along a single coordinate.

## Matrices, orbitals and densities in Lean

```lean
import Mathlib

open Matrix

namespace PulayForces

variable {m n κ : Type*}
```

The letters `m`, `n` and `κ` stand for index sets: `n` labels basis functions, `κ` labels orbitals, and `m` labels a fixed orthonormal reference basis that is used later.

```lean
/-- The matrix path `A` has the derivative `A'` at the coordinate `t`, entry by entry. -/
def EntryDeriv (A : ℝ → Matrix m n ℝ) (A' : Matrix m n ℝ) (t : ℝ) : Prop :=
  ∀ i j, HasDerivAt (fun s => A s i j) (A' i j) t
```

`EntryDeriv A A' t` says that each entry $A_{ij}$ is differentiable at $t$, with derivative $A'_{ij}$. In Lean the prime is only part of a name. `A'` is a separate constant matrix, and this hypothesis is what ties it to the path `A`.

```lean
/-- The coefficients `c` solve `H c = E S c` and are normalized in the overlap metric,
`cᵀ S c = 1`. -/
def IsOrbital [Fintype n] (H S : Matrix n n ℝ) (c : n → ℝ) (E : ℝ) : Prop :=
  H *ᵥ c = E • (S *ᵥ c) ∧ c ⬝ᵥ S *ᵥ c = 1
```

An orbital satisfies the generalized eigenvalue equation and is normalized in the overlap metric. The symbol `*ᵥ` is matrix times vector, `⬝ᵥ` is the scalar product, and `•` is multiplication by a number. Nothing here requires $S$ to be positive definite or $E$ to be the lowest eigenvalue.

```lean
/-- The density matrix `∑ₖ wₖ cₖ cₖᵀ` of orbitals `cₖ` with weights `wₖ`. -/
def weightedDensity [Fintype κ] (w : κ → ℝ) (c : κ → n → ℝ) : Matrix n n ℝ :=
  ∑ k, w k • vecMulVec (c k) (c k)
```

`vecMulVec` is the outer product, so this is $\sum_k w_k\,c_kc_k^T$. Occupations as weights give the density matrix.

## Differentiating a quadratic form

```lean
/-- Product rule for the scalar product of two differentiable coefficient vectors. -/
theorem hasDerivAt_dot [Fintype n] {u v : ℝ → n → ℝ} {u' v' : n → ℝ} {t : ℝ}
    (hu : ∀ i, HasDerivAt (fun s => u s i) (u' i) t)
    (hv : ∀ i, HasDerivAt (fun s => v s i) (v' i) t) :
    HasDerivAt (fun s => u s ⬝ᵥ v s) (u' ⬝ᵥ v t + u t ⬝ᵥ v') t := by
  have h : HasDerivAt (fun s => ∑ i, u s i * v s i)
      (∑ i, (u' i * v t i + u t i * v' i)) t :=
    HasDerivAt.fun_sum fun i _ => (hu i).fun_mul (hv i)
  rw [Finset.sum_add_distrib] at h
  exact h
```

This is the product rule $(u\cdot v)'=u'\cdot v+u\cdot v'$, obtained by differentiating $\sum_i u_iv_i$ term by term. `HasDerivAt f a t` reads "$f$ is differentiable at $t$ with derivative $a$".

```lean
/-- A symmetric matrix gives a symmetric bilinear form. -/
theorem dot_symm [Fintype n] {A : Matrix n n ℝ} (hA : A.IsSymm) (x y : n → ℝ) :
    x ⬝ᵥ A *ᵥ y = y ⬝ᵥ A *ᵥ x := by
  rw [Matrix.dotProduct_mulVec, ← Matrix.mulVec_transpose, hA.eq, dotProduct_comm]
```

For symmetric $A$, $x^TAy=y^TAx$.

```lean
/-- For `A` and `c` differentiable at `t`, with `A` symmetric there, the derivative of `cᵀ A c` at
`t` is `cᵀ A' c` plus the response term `2 c'ᵀ A c`. -/
theorem hasDerivAt_quadratic [Fintype n] {A : ℝ → Matrix n n ℝ} {A' : Matrix n n ℝ}
    {c : ℝ → n → ℝ} {c' : n → ℝ} {t : ℝ} (hs : (A t).IsSymm) (hA : EntryDeriv A A' t)
    (hc : ∀ i, HasDerivAt (fun s => c s i) (c' i) t) :
    HasDerivAt (fun s => c s ⬝ᵥ A s *ᵥ c s)
      (c t ⬝ᵥ A' *ᵥ c t + 2 * (c' ⬝ᵥ A t *ᵥ c t)) t := by
  have hm : ∀ i, HasDerivAt (fun s => (A s *ᵥ c s) i)
      ((A' *ᵥ c t + A t *ᵥ c') i) t := fun i =>
    hasDerivAt_dot (u := fun s => A s i) (u' := A' i) (hA i) hc
  have h : HasDerivAt (fun s => c s ⬝ᵥ A s *ᵥ c s)
      (c' ⬝ᵥ A t *ᵥ c t + c t ⬝ᵥ (A' *ᵥ c t + A t *ᵥ c')) t :=
    hasDerivAt_dot (v := fun s => A s *ᵥ c s) hc hm
  exact h.congr_deriv (by rw [dotProduct_add, dot_symm hs (c t) c']; ring)
```

Applying the product rule twice gives

$$(c^TAc)'=c'^TAc+c^T(A'c+Ac')=c^TA'c+2\,c'^TAc .$$

The last step uses the symmetry of $A$ at the point $t$ only. In the code, `hm` differentiates the vector $Ac$, `h` differentiates the scalar product, and `congr_deriv` replaces the derivative by an equal expression.

## The response term cancels

```lean
/-- For a differentiable normalized orbital of differentiable `H` and `S`, symmetric at `t`,
the energy gradient is `cᵀ (H' - E S') c`, without the coefficient response `c'`. -/
theorem energy_gradient [Fintype n] {H S : ℝ → Matrix n n ℝ} {H' S' : Matrix n n ℝ}
    {c : ℝ → n → ℝ} {c' : n → ℝ} {E : ℝ → ℝ} {t : ℝ}
    (hHs : (H t).IsSymm) (hSs : (S t).IsSymm)
    (hH : EntryDeriv H H' t) (hS : EntryDeriv S S' t)
    (hc : ∀ i, HasDerivAt (fun s => c s i) (c' i) t)
    (horb : ∀ s, IsOrbital (H s) (S s) (c s) (E s)) :
    HasDerivAt E (c t ⬝ᵥ (H' - E t • S') *ᵥ c t) t := by
  -- the energy is the expectation value of `H`
  have hEn : E = fun s => c s ⬝ᵥ H s *ᵥ c s := by
    funext s
    rw [(horb s).1, dotProduct_smul, (horb s).2, smul_eq_mul, mul_one]
  have h1 := hasDerivAt_quadratic hHs hH hc
  rw [← hEn, (horb t).1, dotProduct_smul, smul_eq_mul] at h1
  -- the differentiated normalization fixes the response term
  have h2 := hasDerivAt_quadratic hSs hS hc
  have hone : (fun s => c s ⬝ᵥ S s *ᵥ c s) = fun _ => (1 : ℝ) :=
    funext fun s => (horb s).2
  rw [hone] at h2
  have h3 := h2.unique (hasDerivAt_const t (1 : ℝ))
  exact h1.congr_deriv (by
    rw [Matrix.sub_mulVec, dotProduct_sub, Matrix.smul_mulVec, dotProduct_smul, smul_eq_mul]
    linear_combination E t * h3)
```

Multiply $Hc=ESc$ from the left by $c^T$. Normalization gives $E=c^THc$ at every coordinate, which is `hEn`. Since the right-hand side is differentiable, so is $E$; this does not have to be assumed. By the previous theorem and the eigenvalue equation (`h1`),

$$E'=c^TH'c+2\,c'^THc=c^TH'c+2E\,c'^TSc .$$

The same theorem applied to $c^TSc=1$ (`h2`, `h3`) gives

$$c^TS'c+2\,c'^TSc=0 .$$

Multiplied by $E$, this relation says that $2E\,c'^TSc=-E\,c^TS'c$, and `linear_combination E t * h3` uses it to replace the response term. The result is $c^T(H'-ES')c$.

The normalization step needs care. In a fixed orthonormal basis it gives $c'^Tc=0$. Carrying this over as $c'^TSc=0$ loses the term $-E\,c^TS'c$.

Symmetry of $H$ at $t$ is needed. Take $S=1$ and

$$H(s)=\begin{pmatrix}0&1\\ s^2&0\end{pmatrix},\qquad c(s)=\frac{1}{\sqrt{1+s^2}}\begin{pmatrix}1\\ s\end{pmatrix},\qquad E(s)=s .$$

All other hypotheses hold at $s=0$, yet $H'(0)=0$ and $S'=0$, so the formula would give $0$, whereas $E'(0)=1$.

The theorem assumes a differentiable path $c$, which may not exist where levels cross. If $H$ is a self-consistent matrix, the formula still holds for its orbital energies, but $H'$ then contains the response of the density.

## Summing over occupied orbitals

```lean
/-- Tracing a weighted density matrix with `A` sums the weighted expectation values of `A`. -/
theorem trace_weightedDensity [Fintype n] [Fintype κ] (w : κ → ℝ) (c : κ → n → ℝ)
    (A : Matrix n n ℝ) :
    trace (weightedDensity w c * A) = ∑ k, w k * (c k ⬝ᵥ A *ᵥ c k) := by
  unfold weightedDensity
  rw [Finset.sum_mul, Matrix.trace_sum]
  refine Finset.sum_congr rfl fun k _ => ?_
  rw [Matrix.smul_mul, Matrix.trace_smul, smul_eq_mul]
  congr 1
  simp only [Matrix.trace, Matrix.diag_apply, Matrix.mul_apply, Matrix.vecMulVec_apply,
    dotProduct, Matrix.mulVec, Finset.mul_sum]
  rw [Finset.sum_comm]
  exact Finset.sum_congr rfl fun j _ => Finset.sum_congr rfl fun i _ => by ring
```

For a single orbital, $\mathrm{tr}(c_kc_k^TA)=c_k^TAc_k$. The theorem is the weighted sum of this identity, and the code proves it by writing out the indices and exchanging two sums.

```lean
/-- With fixed occupations `fₖ`, the gradient of `∑ₖ fₖ Eₖ` is `tr (P H') - tr (W S')`, where
`P` has weights `fₖ` and the energy-weighted density matrix `W` has weights `fₖ Eₖ`.
The orbitals are normalized and differentiable, and `H`, `S` are differentiable and symmetric
at `t`. -/
theorem band_energy_gradient [Fintype n] [Fintype κ] {H S : ℝ → Matrix n n ℝ}
    {H' S' : Matrix n n ℝ} {c : κ → ℝ → n → ℝ} {c' : κ → n → ℝ} {E : κ → ℝ → ℝ} {t : ℝ}
    (f : κ → ℝ) (hHs : (H t).IsSymm) (hSs : (S t).IsSymm)
    (hH : EntryDeriv H H' t) (hS : EntryDeriv S S' t)
    (hc : ∀ k i, HasDerivAt (fun s => c k s i) (c' k i) t)
    (horb : ∀ k s, IsOrbital (H s) (S s) (c k s) (E k s)) :
    HasDerivAt (fun s => ∑ k, f k * E k s)
      (trace (weightedDensity f (fun k => c k t) * H') -
        trace (weightedDensity (fun k => f k * E k t) (fun k => c k t) * S')) t := by
  have h : HasDerivAt (fun s => ∑ k, f k * E k s)
      (∑ k, f k * (c k t ⬝ᵥ (H' - E k t • S') *ᵥ c k t)) t :=
    HasDerivAt.fun_sum fun k _ =>
      (energy_gradient hHs hSs hH hS (hc k) (horb k)).const_mul (f k)
  refine h.congr_deriv ?_
  rw [trace_weightedDensity, trace_weightedDensity, ← Finset.sum_sub_distrib]
  refine Finset.sum_congr rfl fun k _ => ?_
  rw [Matrix.sub_mulVec, dotProduct_sub, Matrix.smul_mulVec, dotProduct_smul, smul_eq_mul]
  ring
```

With fixed occupations $f_k$, each orbital contributes $f_k\,c_k^T(H'-E_kS')c_k$. Collecting the sums gives

$$\Big(\sum_k f_kE_k\Big)'=\mathrm{tr}(PH')-\mathrm{tr}(WS'),$$

$$P=\sum_k f_k\,c_kc_k^T,\qquad W=\sum_k f_kE_k\,c_kc_k^T .$$

$W$ is the energy-weighted density matrix. The quantity differentiated is the sum of orbital energies. A total energy with nuclear repulsion or electron–electron interaction has further terms.

## Where the Pulay force comes from

```lean
/-- Product rule for differentiable matrix paths. -/
theorem EntryDeriv.mul [Fintype n] {A : ℝ → Matrix m n ℝ} {D : ℝ → Matrix n κ ℝ}
    {A' : Matrix m n ℝ} {D' : Matrix n κ ℝ} {t : ℝ}
    (hA : EntryDeriv A A' t) (hD : EntryDeriv D D' t) :
    EntryDeriv (fun s => A s * D s) (A' * D t + A t * D') t := fun i j =>
  hasDerivAt_dot (u := fun s => A s i) (v := fun s k => D s k j)
    (u' := A' i) (v' := fun k => D' k j) (hA i) (fun k => hD k j)
```

The product rule for matrices, $(AD)'=A'D+AD'$, follows because each entry of a product is a scalar product of a row and a column.

```lean
/-- Let the columns of `B` be moving basis functions and `ψ = B c` a normalized orbital of the
projected problem, with `B`, `c`, `h` differentiable and `h` symmetric at `t`. The energy gradient
is the Hellmann–Feynman term `ψᵀ h' ψ` plus the Pulay term `2 (B' c)ᵀ (h - E) ψ`. -/
theorem pulay_decomposition [Fintype m] [Fintype n] {h : ℝ → Matrix m m ℝ}
    {h' : Matrix m m ℝ} {B : ℝ → Matrix m n ℝ} {B' : Matrix m n ℝ}
    {c : ℝ → n → ℝ} {c' : n → ℝ} {E : ℝ → ℝ} {t : ℝ} (hs : (h t).IsSymm)
    (hh : EntryDeriv h h' t) (hB : EntryDeriv B B' t)
    (hc : ∀ i, HasDerivAt (fun s => c s i) (c' i) t)
    (horb : ∀ s, IsOrbital ((B s)ᵀ * (h s * B s)) ((B s)ᵀ * B s) (c s) (E s)) :
    HasDerivAt E ((B t *ᵥ c t) ⬝ᵥ h' *ᵥ (B t *ᵥ c t) +
      2 * ((B' *ᵥ c t) ⬝ᵥ (h t *ᵥ (B t *ᵥ c t) - E t • (B t *ᵥ c t)))) t := by
  have hBT : EntryDeriv (fun s => (B s)ᵀ) B'ᵀ t := fun i j => hB j i
  have hH : EntryDeriv (fun s => (B s)ᵀ * (h s * B s))
      (B'ᵀ * (h t * B t) + (B t)ᵀ * (h' * B t + h t * B')) t := hBT.mul (hh.mul hB)
  have hS : EntryDeriv (fun s => (B s)ᵀ * B s) (B'ᵀ * B t + (B t)ᵀ * B') t := hBT.mul hB
  have hHs : ((B t)ᵀ * (h t * B t)).IsSymm := by
    rw [Matrix.IsSymm, Matrix.transpose_mul, Matrix.transpose_mul,
      Matrix.transpose_transpose, hs.eq, Matrix.mul_assoc]
  have hSs : ((B t)ᵀ * B t).IsSymm := by
    rw [Matrix.IsSymm, Matrix.transpose_mul, Matrix.transpose_transpose]
  have move : ∀ (X : Matrix m n ℝ) (x : n → ℝ) (y : m → ℝ),
      x ⬝ᵥ Xᵀ *ᵥ y = (X *ᵥ x) ⬝ᵥ y := fun X x y => by
    rw [Matrix.dotProduct_mulVec, Matrix.vecMul_transpose]
  refine (energy_gradient hHs hSs hH hS hc horb).congr_deriv ?_
  -- both basis-derivative terms coincide by symmetry
  simp only [Matrix.sub_mulVec, Matrix.smul_mulVec, Matrix.add_mulVec, dotProduct_sub,
    dotProduct_add, dotProduct_smul, smul_eq_mul, ← Matrix.mulVec_mulVec, move]
  rw [dot_symm hs (B t *ᵥ c t) (B' *ᵥ c t), dotProduct_comm (B t *ᵥ c t) (B' *ᵥ c t)]
  ring
```

Now the basis is explicit. The columns of $B(t)$ expand the moving basis functions in the fixed reference, and $h(t)$ is the Hamiltonian in that reference, which has finite dimension here. Then $H=B^ThB$ and $S=B^TB$, and the orbital itself is $\psi=Bc$. Write $\varphi=B'c$ for the change of the orbital when the basis moves and the coefficients are frozen. The product rule gives

$$H'=B'^ThB+B^Th'B+B^ThB',\qquad S'=B'^TB+B^TB' .$$

These are `hH` and `hS`. Insert them into $c^T(H'-ES')c$ and move each $B^T$ or $B'^T$ to the other side of the scalar product, which is the purpose of `move`:

$$E'=\psi^Th'\psi+\varphi^Th\psi+\psi^Th\varphi-2E\,\varphi^T\psi .$$

Since $h$ is symmetric at $t$, the two middle terms are equal, and

$$E'=\psi^Th'\psi+2\,\varphi^T(h-E)\psi .$$

The first term is the Hellmann–Feynman force and the second the Pulay force, both up to the overall sign that turns a gradient into a force. The Pulay term contains the residual $(h-E)\psi$, so it is zero when $\psi$ is an exact eigenvector of $h$. In an incomplete basis, the eigenvalue equation makes this residual orthogonal to the basis functions only, and their derivatives may point elsewhere.

## A basis function that rotates and grows

```lean
/-- The matrix `diag (0, 1)` is symmetric. In its projection onto the single basis function
`eˢ (cos s, sin s)`, the coefficient `e⁻ˢ` is a normalized orbital with energy `sin² s`, and the
derivative of this energy at `π/4` is `1`. -/
theorem pulay_decomposition_witness :
    (!![0, 0; 0, 1] : Matrix (Fin 2) (Fin 2) ℝ).IsSymm ∧
    (∀ s : ℝ, IsOrbital
      (!![Real.exp s * Real.cos s; Real.exp s * Real.sin s]ᵀ *
        (!![(0 : ℝ), 0; 0, 1] * !![Real.exp s * Real.cos s; Real.exp s * Real.sin s]))
      (!![Real.exp s * Real.cos s; Real.exp s * Real.sin s]ᵀ *
        !![Real.exp s * Real.cos s; Real.exp s * Real.sin s])
      ![Real.exp (-s)] (Real.sin s ^ 2)) ∧
    HasDerivAt (fun s => Real.sin s ^ 2) 1 (Real.pi / 4) := by
  refine ⟨?_, fun s => ?_, ?_⟩
  · ext i j
    fin_cases i <;> fin_cases j <;> simp
  · have hH : !![Real.exp s * Real.cos s; Real.exp s * Real.sin s]ᵀ *
        (!![(0 : ℝ), 0; 0, 1] * !![Real.exp s * Real.cos s; Real.exp s * Real.sin s]) =
        !![Real.exp s ^ 2 * Real.sin s ^ 2] := by
      ext i j
      fin_cases i
      fin_cases j
      simp [Matrix.mul_apply, Fin.sum_univ_succ]
      ring
    have hS : !![Real.exp s * Real.cos s; Real.exp s * Real.sin s]ᵀ *
        !![Real.exp s * Real.cos s; Real.exp s * Real.sin s] = !![Real.exp s ^ 2] := by
      ext i j
      fin_cases i
      fin_cases j
      simp [Matrix.mul_apply, Fin.sum_univ_succ]
      linear_combination Real.exp s ^ 2 * Real.sin_sq_add_cos_sq s
    have he : Real.exp s * Real.exp (-s) = 1 := by
      rw [← Real.exp_add, add_neg_cancel, Real.exp_zero]
    rw [hH, hS]
    constructor
    · ext i
      fin_cases i
      simp [Matrix.mulVec, dotProduct]
      ring
    · simp [Matrix.mulVec, dotProduct]
      linear_combination (Real.exp s * Real.exp (-s) + 1) * he
  · have hd := (Real.hasDerivAt_sin (Real.pi / 4)).fun_mul
      (Real.hasDerivAt_sin (Real.pi / 4))
    simp only [← pow_two] at hd
    refine hd.congr_deriv ?_
    rw [Real.sin_pi_div_four, Real.cos_pi_div_four]
    linear_combination (Real.mul_self_sqrt (show (0 : ℝ) ≤ 2 by norm_num)) / 2

end PulayForces
```

The example has one basis function in a two-dimensional reference space:

$$h=\begin{pmatrix}0&0\\0&1\end{pmatrix},\qquad B(s)=e^s\begin{pmatrix}\cos s\\ \sin s\end{pmatrix},\qquad c(s)=e^{-s} .$$

The notation `!![a; b]` is a matrix with one column, and `![a]` is a vector with one component. The theorem states that $h$ is symmetric, that $c(s)$ is a normalized orbital with energy $\sin^2 s$ for every $s$, and that this energy has derivative $1$ at $\pi/4$.

By hand, $S=e^{2s}$ and $H=e^{2s}\sin^2 s$ (`hS` and `hH` in the code). Hence $Hc=\sin^2 s\;Sc$, and $c^TSc=1$ because $e^se^{-s}=1$ (`he`). The derivative of the energy is $2\sin s\cos s$, which equals $1$ at $\pi/4$.

Since $h$ is constant, the Hellmann–Feynman term is zero, and the whole slope is the Pulay term. At $\pi/4$,

$$\varphi=\begin{pmatrix}0\\ \sqrt2\end{pmatrix},\qquad (h-E)\psi=\frac{1}{2\sqrt2}\begin{pmatrix}-1\\ 1\end{pmatrix},\qquad 2\,\varphi^T(h-E)\psi=1 .$$

The example also shows the cost of the wrong normalization step. At $\pi/4$, $c^TH'c=2$ and $E\,c^TS'c=1$. Their difference is the correct slope, while leaving out the overlap term would double it.

```lean
#print axioms PulayForces.energy_gradient
-- 'PulayForces.energy_gradient' depends on axioms: [propext, Classical.choice, Quot.sound]
#print axioms PulayForces.band_energy_gradient
-- 'PulayForces.band_energy_gradient' depends on axioms: [propext, Classical.choice, Quot.sound]
#print axioms PulayForces.pulay_decomposition
-- 'PulayForces.pulay_decomposition' depends on axioms: [propext, Classical.choice, Quot.sound]
```
